# Nested commutators in the expansion of a transformed operator

The theorem `conj_coeff` concerns an operator `B` multiplied on the left by the exponential series of `xS` and on the right by that of `-xS`, both cut off after order `N`. It says that for every `n ≤ N` the coefficient of `x^n` in this product is the `n`-fold nested commutator of `S` with `B`, divided by `n!`. Here `S` and `B` are any elements of a ring that is an algebra over the rationals, `x` commutes with both, and no convergence is needed because the series are polynomials in `x`. The attempt writes the coefficient as a sum of products of coefficients, expands the nested commutator by the binomial formula `nested_eq_sum`, and compares the two sums term by term, which leaves an identity between factorials and a binomial coefficient.

Lean 4 with Mathlib refuses this proof:

```lean
import Mathlib

open Polynomial

namespace SchriefferWolffSeries

noncomputable section

variable {A : Type*} [Ring A]

/-- The commutator `[a, b] = ab - ba`. -/
def comm (a b : A) : A := a * b - b * a

/-- The `n`-fold nested commutator `[S, [S, ... [S, B]]]`. -/
def nested (S B : A) (n : ℕ) : A := (comm S)^[n] B

/-- One more nesting is one more commutator with `S` from outside. -/
theorem nested_succ (S B : A) (n : ℕ) :
    nested S B (n + 1) = comm S (nested S B n) :=
  Function.iterate_succ_apply' (comm S) n B

variable [Algebra ℚ A]

/-- The exponential series of `xS` in the central variable `x`, cut off after order `N`. -/
def truncExp (N : ℕ) (S : A) : A[X] :=
  ∑ k ∈ Finset.range (N + 1), monomial k ((1 / (k.factorial : ℚ)) • S ^ k)

/-- The binomial expansion of the nested commutator into products with `S` on the left
and `-S` on the right. -/
theorem nested_eq_sum (S B : A) (n : ℕ) :
    nested S B n = ∑ i ∈ Finset.range (n + 1),
      n.choose i • (S ^ i * B * (-S) ^ (n - i)) := by
  -- the commutator is a sum of two commuting linear maps
  have h : ∀ m, nested S B m =
      ((LinearMap.mulLeft ℚ S + LinearMap.mulRight ℚ (-S)) ^ m) B := by
    intro m
    induction m with
    | zero => simp [nested]
    | succ m ih =>
      rw [pow_succ', Module.End.mul_apply, ← ih, nested_succ]
      simp [comm, sub_eq_add_neg]
  have hLR : LinearMap.mulLeft ℚ S * LinearMap.mulRight ℚ (-S) =
      LinearMap.mulRight ℚ (-S) * LinearMap.mulLeft ℚ S :=
    LinearMap.ext fun B => (mul_assoc S B (-S)).symm
  have hcomm : Commute (LinearMap.mulLeft ℚ S) (LinearMap.mulRight ℚ (-S)) := hLR
  rw [h, hcomm.add_pow n, LinearMap.sum_apply]
  refine Finset.sum_congr rfl fun i _ => ?_
  rw [← nsmul_eq_mul', LinearMap.smul_apply, Module.End.mul_apply, LinearMap.pow_mulLeft,
    LinearMap.pow_mulRight, LinearMap.mulLeft_apply, LinearMap.mulRight_apply, ← mul_assoc]

/-- Up to the truncation order, the coefficient of `x^n` in the transformed operator `B`
is its `n`-fold nested commutator with `S` divided by `n!`. -/
theorem conj_coeff (S B : A) {N n : ℕ} (hn : n ≤ N) :
    (truncExp N S * C B * truncExp N (-S)).coeff n =
      (1 / (n.factorial : ℚ)) • nested S B n := by
  have hc : ∀ (T : A) (k : ℕ), k ≤ N →
      (truncExp N T).coeff k = (1 / (k.factorial : ℚ)) • T ^ k := by
    intro T k hk
    unfold truncExp
    rw [finsetSum_coeff]
    simp only [coeff_monomial]
    rw [Finset.sum_ite_eq', if_pos (Finset.mem_range.mpr (by omega))]
  rw [coeff_mul, Finset.Nat.sum_antidiagonal_eq_sum_range_succ_mk, nested_eq_sum,
    Finset.smul_sum]
  refine Finset.sum_congr rfl fun i hi => ?_
  have hin : i ≤ n := by
    have := Finset.mem_range.mp hi
    omega
  obtain ⟨j, rfl⟩ := Nat.exists_eq_add_of_le hin
  simp only [Nat.add_sub_cancel_left]
  rw [coeff_mul_C, hc S i (by omega), hc (-S) j (by omega)]
  simp only [smul_mul_assoc, mul_smul_comm, ← Nat.cast_smul_eq_nsmul ℚ, smul_smul]
  congr 1
  -- the factorials combine to a binomial coefficient
  have h : ((i + j).choose i : ℚ) * i.factorial * j.factorial = (i + j).factorial := by
    exact_mod_cast Nat.add_choose_mul_factorial_mul_factorial i j
  have hi : (i.factorial : ℚ) ≠ 0 := by exact_mod_cast i.factorial_ne_zero
  have hj : (j.factorial : ℚ) ≠ 0 := by exact_mod_cast j.factorial_ne_zero
  have hs : ((i + j).factorial : ℚ) ≠ 0 := by exact_mod_cast (i + j).factorial_ne_zero
  field_simp
  linarith

end

end SchriefferWolffSeries
```

Messages:

```
Main.lean:76:4: error: mod_cast has type
  (i + j).choose j * i.factorial * j.factorial = (i + j).factorial
but is expected to have type
  (i + j).choose i * i.factorial * j.factorial = (i + j).factorial
```

The change, after which it compiles:

```diff
@@ -73,6 +73,8 @@
   congr 1
   -- the factorials combine to a binomial coefficient
-  have h : ((i + j).choose i : ℚ) * i.factorial * j.factorial = (i + j).factorial := by
-    exact_mod_cast Nat.add_choose_mul_factorial_mul_factorial i j
+  have h : ((i + j).choose i : ℚ) * j.factorial * i.factorial = (i + j).factorial := by
+    have h0 := Nat.add_choose_mul_factorial_mul_factorial j i
+    rw [add_comm j i] at h0
+    exact_mod_cast h0
   have hi : (i.factorial : ℚ) ≠ 0 := by exact_mod_cast i.factorial_ne_zero
   have hj : (j.factorial : ℚ) ≠ 0 := by exact_mod_cast j.factorial_ne_zero
```

Cause. The error is in the factorial identity `h`. `Nat.add_choose_mul_factorial_mul_factorial i j` has the binomial coefficient `(i + j).choose j`, while `h` asks for `(i + j).choose i`. The two numbers are equal by the symmetry of binomial coefficients, but `exact_mod_cast` only adjusts the casts between number types and does not apply that symmetry, so the types do not match.

The repair uses the lemma with its arguments exchanged, which gives `(j + i).choose i * j.factorial * i.factorial = (j + i).factorial`. Rewriting with `add_comm j i` turns `j + i` into `i + j` on both sides. The statement of `h` now has its two factorials in the same order as this result, since `exact_mod_cast` would not reorder them either. After that only the casts differ, and `exact_mod_cast h0` closes the goal.
